# The mirror matrix of a plane with unit normal is orthogonal

For a real three-component vector `n` with n·n = 1, the matrix 1 − 2nnᵀ describes the reflection in the plane through the origin normal to `n`. The declaration `mirrorMatrix_mem` states that this matrix belongs to the orthogonal group of real 3 × 3 matrices. The attempt first shows that the matrix equals its own transpose, and then that nnᵀ, the projector on the normal, is idempotent, which is where the unit length of `n` is used. With these two facts it means to reduce membership in the group to the statement that the mirror matrix squares to the identity, and to check that by expanding the product.

The first attempt, which Lean rejects:

```lean
import Mathlib

open Matrix

namespace MagneticMomentSymmetry

noncomputable section

/-- The matrix `1 - 2 n nᵀ`, which for a unit vector `n` reflects in the plane normal to `n`. -/
def mirrorMatrix (n : Fin 3 → ℝ) : Matrix (Fin 3) (Fin 3) ℝ :=
  1 - (2 : ℝ) • Matrix.vecMulVec n n

/-- For a unit vector `n` the mirror matrix is orthogonal. -/
theorem mirrorMatrix_mem {n : Fin 3 → ℝ} (h : n ⬝ᵥ n = 1) :
    mirrorMatrix n ∈ Matrix.orthogonalGroup (Fin 3) ℝ := by
  have hT : (mirrorMatrix n)ᵀ = mirrorMatrix n := by
    have hP : (Matrix.vecMulVec n n)ᵀ = Matrix.vecMulVec n n :=
      Matrix.ext fun i j => mul_comm (n j) (n i)
    rw [mirrorMatrix, Matrix.transpose_sub, Matrix.transpose_one, Matrix.transpose_smul, hP]
  -- the projector on the normal is idempotent
  have hP : Matrix.vecMulVec n n * Matrix.vecMulVec n n = Matrix.vecMulVec n n := by
    simp only [dotProduct, Fin.sum_univ_three] at h
    ext i j
    simp only [Matrix.mul_apply, Matrix.vecMulVec_apply, Fin.sum_univ_three]
    linear_combination n i * n j * h
  rw [Matrix.mem_orthogonalGroup_iff, Matrix.star_eq_conjTranspose,
    Matrix.conjTranspose_eq_transpose_of_trivial, hT, mirrorMatrix]
  simp only [sub_mul, mul_sub, one_mul, mul_one, smul_mul_assoc, mul_smul_comm, hP]
  module

end

end MagneticMomentSymmetry
```

Lean reports:

```
Main.lean:26:38: error: Tactic `rewrite` failed: Did not find an occurrence of the pattern
  star ?M
in the target expression
  mirrorMatrix n * (mirrorMatrix n)ᵀ = 1

n : Fin 3 → ℝ
h : n ⬝ᵥ n = 1
hT : (mirrorMatrix n)ᵀ = mirrorMatrix n
hP : vecMulVec n n * vecMulVec n n = vecMulVec n n
⊢ mirrorMatrix n * (mirrorMatrix n)ᵀ = 1
```

The error is in the chain of rewrites that unfolds membership in the orthogonal group. The attempt expects `Matrix.mem_orthogonalGroup_iff` to leave a condition written with `star`, which the next two lemmas would turn first into a conjugate transpose and then, since the entries are real, into a plain transpose. But the goal in the message, `mirrorMatrix n * (mirrorMatrix n)ᵀ = 1`, already has the plain transpose. `Matrix.star_eq_conjTranspose` therefore finds no `star ?M` to rewrite, and `rw` fails.

The repair deletes that lemma and also `Matrix.conjTranspose_eq_transpose_of_trivial`, which would have failed in its turn, as the goal contains no conjugate transpose either. `hT` now applies directly and replaces the transpose by `mirrorMatrix n`, after which the definition is unfolded and the rest of the proof goes through unchanged.

The mended proof, as a diff:

```diff
@@ -24,6 +24,5 @@
     simp only [Matrix.mul_apply, Matrix.vecMulVec_apply, Fin.sum_univ_three]
     linear_combination n i * n j * h
-  rw [Matrix.mem_orthogonalGroup_iff, Matrix.star_eq_conjTranspose,
-    Matrix.conjTranspose_eq_transpose_of_trivial, hT, mirrorMatrix]
+  rw [Matrix.mem_orthogonalGroup_iff, hT, mirrorMatrix]
   simp only [sub_mul, mul_sub, one_mul, mul_one, smul_mul_assoc, mul_smul_comm, hP]
   module
```
